# Singularity subtraction for a principal-value integral on a finite interval

A Kramers-Kronig transform needs integrals of $f(t)/(t-x)$ over a range of $t$ that contains the pole $x$. A quadrature rule applied directly to this integrand can go wrong near the pole if $f(x)\ne0$. With grid spacing $h$, a node at distance $\theta h$ to the right of $x$ contributes about $h\cdot f(x)/(\theta h)=f(x)/\theta$, which does not shrink as the grid is refined. The result then depends on how the nodes happen to straddle the pole: on an even grid placed symmetrically about it the large contributions cancel, but for a general position they do not. Cutting out a window around $x$ removes the large values, but if $f(x)\ne0$, a window that is always twice as wide on one side as on the other leads to a different limit from a symmetric one.

Singularity subtraction replaces the singular integral by an ordinary one plus a logarithm. Let $f$ be real-valued and continuous on $[a,b]$, let $a<x<b$, and let $f$ be differentiable at $x$. Then

$$
\lim_{\varepsilon\to0^+}\left[\int_a^{x-\varepsilon}\frac{f(t)}{t-x}\,dt+\int_{x+\varepsilon}^b\frac{f(t)}{t-x}\,dt\right]
=\int_a^b\frac{f(t)-f(x)}{t-x}\,dt+f(x)\ln\frac{b-x}{x-a}.
$$

A continuously differentiable $f$ satisfies these conditions. In electronic structure, $f$ may be the absorptive part of a response function, and the formula then gives the contribution of a finite frequency window to the dispersive part, up to the prefactor. The Kramers-Kronig relations themselves, which rest on causality and involve an infinite frequency range, are not derived here.

```lean
import Mathlib

open MeasureTheory Filter Topology Set

namespace KramersKronigSubtraction

noncomputable section
```

## The integral with a window removed

Let $\delta,\eta>0$ be the widths removed to the left and right of the pole, and write

$$
E(\delta,\eta)=\int_a^{x-\delta}\frac{f(t)}{t-x}\,dt+\int_{x+\eta}^b\frac{f(t)}{t-x}\,dt .
$$

In Lean this is `excised f a b x δ η`. The two widths are separate arguments, so that symmetric and lopsided windows are covered by one definition.

```lean
/-- The integral of `f t / (t - x)` over `[a, x - δ]` plus that over `[x + η, b]`:
the window around the pole `x` is cut out. -/
def excised (f : ℝ → ℝ) (a b x δ η : ℝ) : ℝ :=
  (∫ t in a..(x - δ), f t / (t - x)) + ∫ t in (x + η)..b, f t / (t - x)
```

The integrand after subtraction is the difference quotient

$$
g(t)=\frac{f(t)-f(x)}{t-x}.
$$

Lean evaluates the quotient at $t=x$ as $0/0=0$. This single value does not affect the integral, but a numerical code with a node exactly at $x$ should use $f'(x)$ there.

```lean
/-- The integrand after singularity subtraction, `(f t - f x) / (t - x)`. -/
def subtracted (f : ℝ → ℝ) (x t : ℝ) : ℝ := (f t - f x) / (t - x)
```

## The difference quotient is integrable

Away from $x$, $g$ is a quotient of continuous functions with nonzero denominator. As $t\to x$ it tends to $f'(x)$, by the definition of the derivative. Filling in that value gives a continuous function on the closed interval $[a,b]$, which is integrable. Since $g$ differs from it at most at one point, $g$ is integrable too.

Mathlib's `dslope f x` is the completed difference quotient, and `continuousOn_dslope` turns the two hypotheses on $f$ into its continuity. The rest of the proof transfers integrability to `subtracted f x`, using the fact that the set $\{x\}$ has measure zero.

```lean
variable {f : ℝ → ℝ} {a b x : ℝ}

/-- If `f` is continuous on `[a, b]` and differentiable at the interior point `x`,
the subtracted integrand is integrable on `[a, b]`. -/
theorem subtracted_integrable (hax : a < x) (hxb : x < b)
    (hf : ContinuousOn f (Icc a b)) (hd : DifferentiableAt ℝ f x) :
    IntervalIntegrable (subtracted f x) volume a b := by
  have hab : a ≤ b := (hax.trans hxb).le
  -- the difference quotient, completed by the derivative at `x`, is continuous
  have hc : ContinuousOn (dslope f x) (Icc a b) :=
    (continuousOn_dslope (Icc_mem_nhds hax hxb)).2 ⟨hf, hd⟩
  have hi := hc.intervalIntegrable_of_Icc (μ := volume) hab
  rw [intervalIntegrable_iff_integrableOn_Ioc_of_le hab] at hi ⊢
  refine Integrable.congr hi (ae_restrict_of_ae ?_)
  have hne : ({x}ᶜ : Set ℝ) ∈ ae (volume : Measure ℝ) :=
    compl_mem_ae_iff.mpr (measure_singleton x)
  filter_upwards [hne] with t ht
  have htx : t ≠ x := ht
  rw [dslope_of_ne f htx, slope_def_field, subtracted]
```

## The bare kernel gives logarithms

For $f=1$ both integrals are elementary. On the left $t-x$ is negative throughout, on the right positive, so

$$
\int_a^{x-\delta}\frac{dt}{t-x}=\ln\frac{\delta}{x-a},\qquad
\int_{x+\eta}^b\frac{dt}{t-x}=\ln\frac{b-x}{\eta}.
$$

Their sum is

$$
\ln\frac{b-x}{x-a}+\ln\frac{\delta}{\eta}.
$$

Each integral diverges as its cutoff goes to zero, but the sum depends on the cutoffs only through their ratio. In the proof, `h1` and `h2` shift the variable by $x$ and apply the integral of $1/u$ on the negative and positive side. The logarithms of quotients are then expanded and compared.

```lean
/-- The bare kernel `1 / (t - x)` with the window `(x - δ, x + η)` cut out integrates to
`log ((b - x) / (x - a)) + log (δ / η)`. -/
theorem excised_kernel {δ η : ℝ} (hax : a < x) (hxb : x < b) (hδ : 0 < δ) (hη : 0 < η) :
    excised (fun _ => 1) a b x δ η
      = Real.log ((b - x) / (x - a)) + Real.log (δ / η) := by
  have h1 : ∫ t in a..(x - δ), 1 / (t - x) = Real.log ((x - δ - x) / (a - x)) :=
    (intervalIntegral.integral_comp_sub_right (fun u : ℝ => 1 / u) x).trans
      (integral_one_div_of_neg (by linarith) (by linarith))
  have h2 : ∫ t in (x + η)..b, 1 / (t - x) = Real.log ((b - x) / (x + η - x)) :=
    (intervalIntegral.integral_comp_sub_right (fun u : ℝ => 1 / u) x).trans
      (integral_one_div_of_pos (by linarith) (by linarith))
  have e1 : (x - δ - x) / (a - x) = δ / (x - a) := by
    rw [show x - δ - x = -δ by ring, show a - x = -(x - a) by ring, neg_div_neg_eq]
  have hA : x - a ≠ 0 := (sub_pos.2 hax).ne'
  have hB : b - x ≠ 0 := (sub_pos.2 hxb).ne'
  simp only [excised]
  rw [h1, h2, e1, add_sub_cancel_left, Real.log_div hδ.ne' hA, Real.log_div hB hη.ne',
    Real.log_div hB hA, Real.log_div hδ.ne' hη.ne']
  ring
```

## Splitting off the value at the pole

Pointwise,

$$
\frac{f(t)}{t-x}=g(t)+f(x)\,\frac{1}{t-x}.
$$

On any interval from $c$ to $d$ where both terms on the right are integrable, integration gives

$$
\int_c^d\frac{f(t)}{t-x}\,dt=\int_c^d g(t)\,dt+f(x)\int_c^d\frac{dt}{t-x}.
$$

The Lean proof is linearity of the integral followed by this pointwise identity.

```lean
/-- On an interval where both pieces are integrable, the singular integral splits into the
subtracted integral and `f x` times the integral of the bare kernel. -/
theorem integral_split {c d : ℝ} (hg : IntervalIntegrable (subtracted f x) volume c d)
    (hk : IntervalIntegrable (fun t => 1 / (t - x)) volume c d) :
    ∫ t in c..d, f t / (t - x)
      = (∫ t in c..d, subtracted f x t) + f x * ∫ t in c..d, 1 / (t - x) := by
  have h := intervalIntegral.integral_add hg (hk.const_mul (f x))
  rw [intervalIntegral.integral_const_mul] at h
  refine Eq.trans (intervalIntegral.integral_congr (fun t _ => ?_)) h
  simp only [subtracted]
  ring
```

## An exact identity at finite cutoffs

Let $\delta\le x-a$ and $\eta\le b-x$, so that the window lies inside $[a,b]$. Apply the splitting on $[a,x-\delta]$ and on $[x+\eta,b]$. The two integrals of $g$ together make the full integral minus the part inside the window, and the two kernel integrals are already known:

$$
E(\delta,\eta)=\int_a^b g\,dt-\int_{x-\delta}^{x+\eta}g\,dt
+f(x)\left[\ln\frac{b-x}{x-a}+\ln\frac{\delta}{\eta}\right].
$$

No limit has been taken. The theorem assumes that $g$ is integrable on $[a,b]$, which the earlier result supplies for the functions considered here. In the proof, `i1`, `i2` and `i3` restrict this integrability to the three subintervals, while `k1` and `k3` establish it for the kernel away from the pole. The equations `e1` and `e2` join adjacent intervals, and `linear_combination` adds them to the kernel formula multiplied by $f(x)$.

```lean
/-- Singularity subtraction at finite cutoffs: the excised integral is the full subtracted
integral, minus its part inside the window, plus `f x` times the logarithms of the kernel. -/
theorem excised_eq {δ η : ℝ} (hg : IntervalIntegrable (subtracted f x) volume a b)
    (hδ : 0 < δ) (hη : 0 < η) (hδa : δ ≤ x - a) (hηb : η ≤ b - x) :
    excised f a b x δ η
      = (∫ t in a..b, subtracted f x t) - (∫ t in (x - δ)..(x + η), subtracted f x t)
        + f x * (Real.log ((b - x) / (x - a)) + Real.log (δ / η)) := by
  have hi : ∀ c d, a ≤ c → c ≤ b → a ≤ d → d ≤ b →
      IntervalIntegrable (subtracted f x) volume c d := fun c d h1 h2 h3 h4 =>
    hg.mono_set (uIcc_subset_uIcc (mem_uIcc_of_le h1 h2) (mem_uIcc_of_le h3 h4))
  have i1 := hi a (x - δ) le_rfl (by linarith) (by linarith) (by linarith)
  have i2 := hi (x - δ) (x + η) (by linarith) (by linarith) (by linarith) (by linarith)
  have i3 := hi (x + η) b (by linarith) (by linarith) (by linarith) le_rfl
  -- away from the pole the bare kernel is continuous
  have k1 : IntervalIntegrable (fun t => 1 / (t - x)) volume a (x - δ) := by
    refine ContinuousOn.intervalIntegrable_of_Icc (by linarith) ?_
    exact ContinuousOn.div continuousOn_const (by fun_prop)
      (fun t ht => (show t - x < 0 by linarith [ht.2]).ne)
  have k3 : IntervalIntegrable (fun t => 1 / (t - x)) volume (x + η) b := by
    refine ContinuousOn.intervalIntegrable_of_Icc (by linarith) ?_
    exact ContinuousOn.div continuousOn_const (by fun_prop)
      (fun t ht => (show 0 < t - x by linarith [ht.1]).ne')
  have hk := excised_kernel (a := a) (b := b) (x := x) (by linarith) (by linarith) hδ hη
  have e1 := intervalIntegral.integral_add_adjacent_intervals i1 i2
  have e2 := intervalIntegral.integral_add_adjacent_intervals (i1.trans i2) i3
  simp only [excised] at hk ⊢
  rw [integral_split i1 k1, integral_split i3 k3]
  linear_combination e1 + e2 + f x * hk
```

## The limit remembers the shape of the window

Set $\delta=\varepsilon$ and $\eta=c\,\varepsilon$ with a fixed $c>0$, the ratio of the right width to the left. Define $G(y)=\int_x^y g\,dt$. The theorem again assumes that $g$ is integrable on $[a,b]$. The primitive $G$ is then continuous at $x$, and $G(x)=0$, so

$$
\int_{x-\varepsilon}^{x+c\varepsilon}g\,dt=G(x+c\varepsilon)-G(x-\varepsilon)\to0 .
$$

The cutoff logarithm is $\ln(\varepsilon/(c\varepsilon))=-\ln c$ for every $\varepsilon$. Hence

$$
E(\varepsilon,c\varepsilon)\to\int_a^b g\,dt+f(x)\left[\ln\frac{b-x}{x-a}-\ln c\right].
$$

A lopsided window therefore shifts the limit by $-f(x)\ln c$, however small the window becomes.

The notation `𝓝[>] 0` says that $\varepsilon$ approaches zero from above. In the proof, `hF0` is the statement $G(y)\to0$ as $y\to x$, and `key` is the limit of the right-hand side of the finite-cutoff identity. That identity holds once $\varepsilon<\min(x-a,(b-x)/c)$, which is enough for a limit.

```lean
/-- With the lopsided window `(x - ε, x + c ε)` cut out, the limit `ε → 0+` contains the
additional term `- f x * log c`. -/
theorem tendsto_excised_lopsided {c : ℝ} (hc : 0 < c) (hax : a < x) (hxb : x < b)
    (hg : IntervalIntegrable (subtracted f x) volume a b) :
    Tendsto (fun ε => excised f a b x ε (c * ε)) (𝓝[>] 0)
      (𝓝 ((∫ t in a..b, subtracted f x t)
        + f x * (Real.log ((b - x) / (x - a)) - Real.log c))) := by
  have hxm : x ∈ uIcc a b := mem_uIcc_of_le hax.le hxb.le
  have hF : ContinuousAt (fun y => ∫ t in x..y, subtracted f x t) x :=
    (intervalIntegral.continuousOn_primitive_interval' hg hxm).continuousAt
      (by rw [uIcc_of_le (hax.trans hxb).le]; exact Icc_mem_nhds hax hxb)
  have hF0 : Tendsto (fun y => ∫ t in x..y, subtracted f x t) (𝓝 x) (𝓝 0) := by
    simpa only [intervalIntegral.integral_same] using hF.tendsto
  have r1 : Tendsto (fun ε : ℝ => x + c * ε) (𝓝[>] 0) (𝓝 x) :=
    (Continuous.tendsto' (by fun_prop) 0 x (by simp)).mono_left nhdsWithin_le_nhds
  have r2 : Tendsto (fun ε : ℝ => x - ε) (𝓝[>] 0) (𝓝 x) :=
    (Continuous.tendsto' (by fun_prop) 0 x (by simp)).mono_left nhdsWithin_le_nhds
  -- the subtracted integral over the window vanishes in the limit
  have key := (((hF0.comp r1).sub (hF0.comp r2)).const_sub
    (∫ t in a..b, subtracted f x t)).add_const
      (f x * (Real.log ((b - x) / (x - a)) - Real.log c))
  simp only [sub_zero, Function.comp_def] at key
  refine key.congr' ?_
  have hm : 0 < min (x - a) ((b - x) / c) :=
    lt_min (sub_pos.2 hax) (div_pos (sub_pos.2 hxb) hc)
  filter_upwards [Ioo_mem_nhdsGT hm] with ε hε
  have hε0 : 0 < ε := hε.1
  have h1 : ε < x - a := hε.2.trans_le (min_le_left _ _)
  have h2 : ε * c < b - x := (lt_div_iff₀ hc).1 (hε.2.trans_le (min_le_right _ _))
  have hcε : 0 < c * ε := mul_pos hc hε0
  have j1 : IntervalIntegrable (subtracted f x) volume x (x + c * ε) :=
    hg.mono_set (uIcc_subset_uIcc hxm (mem_uIcc_of_le (by linarith) (by linarith)))
  have j2 : IntervalIntegrable (subtracted f x) volume x (x - ε) :=
    hg.mono_set (uIcc_subset_uIcc hxm (mem_uIcc_of_le (by linarith) (by linarith)))
  have hlog : Real.log (ε / (c * ε)) = -Real.log c := by
    rw [show ε / (c * ε) = c⁻¹ by field_simp, Real.log_inv]
  rw [excised_eq hg hε0 hcε h1.le (by linarith), hlog,
    ← intervalIntegral.integral_interval_sub_left j1 j2]
  ring
```

## The symmetric principal value

For $c=1$ the extra logarithm vanishes. Together with the integrability of $g$, this gives the formula stated at the start:

$$
E(\varepsilon,\varepsilon)\to\int_a^b\frac{f(t)-f(x)}{t-x}\,dt+f(x)\ln\frac{b-x}{x-a}.
$$

The hypotheses `hax` and `hxb` place the pole strictly inside the interval, `hf` is continuity on the closed interval, and `hd` is differentiability at the pole alone. Poles at the endpoints are excluded, and the contribution of frequencies beyond $[a,b]$ has to be treated separately.

```lean
/-- Singularity subtraction for Kramers-Kronig integrals: as the symmetric window shrinks, the
excised integral tends to the subtracted integral plus `f x * log ((b - x) / (x - a))`. -/
theorem tendsto_principal_value (hax : a < x) (hxb : x < b)
    (hf : ContinuousOn f (Icc a b)) (hd : DifferentiableAt ℝ f x) :
    Tendsto (fun ε => excised f a b x ε ε) (𝓝[>] 0)
      (𝓝 ((∫ t in a..b, (f t - f x) / (t - x))
        + f x * Real.log ((b - x) / (x - a)))) := by
  have h := tendsto_excised_lopsided one_pos hax hxb (subtracted_integrable hax hxb hf hd)
  simpa only [one_mul, Real.log_one, sub_zero, subtracted] using h
```

## The error of a finite window

Suppose that $|f(t)-f(x)|\le K|t-x|$ on $[a,b]$. The constant $K$ limits how steeply the spectrum may depart from its value at the pole; for a continuously differentiable $f$, the maximum of $|f'|$ on the interval will do. For a symmetric window the finite-cutoff identity shows that the error is exactly

$$
E(\varepsilon,\varepsilon)-\left[\int_a^b g\,dt+f(x)\ln\frac{b-x}{x-a}\right]
=-\int_{x-\varepsilon}^{x+\varepsilon}g\,dt .
$$

Since $|g|\le K$ on a window of length $2\varepsilon$, the error is at most $2K\varepsilon$ in magnitude. This bounds the effect of removing the window, with all integrals exact; the discretisation error of a quadrature rule is a separate matter.

The Lean proof first obtains $K\ge0$ from the hypothesis at $t=b$. Then `he` is the exact error formula, and `h` bounds the window integral by the bound on the integrand times the length. Integrability of $g$ is again a hypothesis.

```lean
/-- If `|f t - f x| ≤ K |t - x|` on `[a, b]`, cutting out the window of half-width `ε` changes
the value given by singularity subtraction by at most `2 K ε`. -/
theorem excision_error {K ε : ℝ} (hg : IntervalIntegrable (subtracted f x) volume a b)
    (hK : ∀ t ∈ Icc a b, |f t - f x| ≤ K * |t - x|)
    (hε : 0 < ε) (hεa : ε ≤ x - a) (hεb : ε ≤ b - x) :
    |excised f a b x ε ε - ((∫ t in a..b, subtracted f x t)
        + f x * Real.log ((b - x) / (x - a)))| ≤ 2 * K * ε := by
  have hK0 : 0 ≤ K := by
    have h := (abs_nonneg _).trans (hK b ⟨by linarith, le_rfl⟩)
    exact nonneg_of_mul_nonneg_left h (abs_pos.2 (by linarith : 0 < b - x).ne')
  -- the error is exactly the subtracted integral over the window
  have he : excised f a b x ε ε - ((∫ t in a..b, subtracted f x t)
      + f x * Real.log ((b - x) / (x - a)))
      = -∫ t in (x - ε)..(x + ε), subtracted f x t := by
    rw [excised_eq hg hε hε hεa hεb, div_self hε.ne', Real.log_one]
    ring
  have h : ‖∫ t in (x - ε)..(x + ε), subtracted f x t‖ ≤ K * |x + ε - (x - ε)| := by
    refine intervalIntegral.norm_integral_le_of_norm_le_const (fun t ht => ?_)
    rw [uIoc_of_le (by linarith)] at ht
    rw [Real.norm_eq_abs, subtracted, abs_div]
    exact div_le_of_le_mul₀ (abs_nonneg _) hK0
      (hK t ⟨by linarith [ht.1], by linarith [ht.2]⟩)
  rw [Real.norm_eq_abs, show x + ε - (x - ε) = 2 * ε by ring,
    abs_of_pos (by linarith : 0 < 2 * ε)] at h
  rw [he, abs_neg]
  linarith

end

end KramersKronigSubtraction
```

```lean
#print axioms KramersKronigSubtraction.tendsto_principal_value
-- 'KramersKronigSubtraction.tendsto_principal_value' depends on axioms: [propext, Classical.choice, Quot.sound]
#print axioms KramersKronigSubtraction.excision_error
-- 'KramersKronigSubtraction.excision_error' depends on axioms: [propext, Classical.choice, Quot.sound]
```

## A parabola with its pole at 1

Take $f(t)=t^2$ on $[0,3]$ with $x=1$. The difference quotient is $g(t)=(t^2-1)/(t-1)=t+1$ away from the pole, so

$$
\int_0^3(t+1)\,dt+1\cdot\ln\frac{3-1}{1-0}=7.5+\ln2\approx8.193 .
$$

With a symmetric window of half-width $\varepsilon=0.1$, the missing part is

$$
\int_{0.9}^{1.1}(t+1)\,dt=0.4,
$$

and the excised integral is about $7.793$. On $[0,3]$ we have $|t^2-1|=(t+1)|t-1|\le4|t-1|$, so $K=4$ and the bound is $2\cdot4\cdot0.1=0.8$, twice the actual error. If the window is instead kept twice as wide on the right as on the left, then $c=2$ and the limit is $7.5+\ln2-\ln2=7.5$, not the principal value.
